# If $(X-X^2)^m=0$, McWeeny's correction extended to order $m$ gives an exact idempotent

A trial density matrix $X$ in a linear-scaling calculation has drifted away from $X^2=X$, and before I can ask for a correction "to all orders" I must choose what counts as a small error: a small norm of $E=X-X^2$, or a power of $E$ that vanishes. I take the second, which is how perturbation theory counts orders. McWeeny's polynomial $3X^2-2X^3$ removes the error to first order. If I keep adding corrections, do I reach an exact projector, and could a different scheme have led to another one? And what use is the condition $E^m=0$ when a Hermitian $X$ can satisfy it only with $E=0$?

## The corrections end in one idempotent

Yes, you reach an exact idempotent, and it is the only one that commutes with $X$ and differs from it by a nilpotent element. Your last doubt is justified for a single Hermitian matrix, but not for a perturbation series. Let $X(\lambda)=X_0+\lambda X_1+\dots$ with $X_0^2=X_0$, and drop all terms from $\lambda^m$ on. Then $E$ contains a factor $\lambda$, so $E^m=0$ in the ring of truncated series, even if every $X_i$ is Hermitian. In that ring, $P^2=P$ means that all terms below $\lambda^m$ agree. At a finite $\lambda$, an error of order $\lambda^m$ can remain.

The order-$m$ purified matrix is

$$P=X+(2X-1)s(E),\qquad s(t)=\sum_{1\le k<m}\binom{2k-1}{k}t^k .$$

**The coefficients.** Write $b_k=\binom{2k}{k}$ and $S_n=\sum_{i+j=n}b_ib_j$. Exchanging $i$ and $j$ gives $2\sum_{i+j=n} i\,b_ib_j=nS_n$. The recursion $(i+1)b_{i+1}=(4i+2)b_i$ gives

$$\sum_{i+j=n+1}i\,b_ib_j=\sum_{i+j=n}(4i+2)b_ib_j=(2n+2)S_n .$$

By the exchange rule, the left side is also $(n+1)S_{n+1}/2$. Hence $S_{n+1}=4S_n$, and since $S_0=1$, $S_n=4^n$.

For $k\ge1$, $b_k=2\binom{2k-1}{k}$, so $c=1+2s$ has the coefficients $b_k$ below degree $m$. There $c^2$ has the coefficients $4^k$, and $(1-4t)c^2-1$ has none. This last polynomial equals $4\left[(1-4t)(s+s^2)-t\right]$, so for some integer polynomial $q$

$$(1-4t)(s+s^2)=t+t^m q(t).$$

**The residual.** Set $t=E$. Since $s$ commutes with $X$ and $(2X-1)^2=1-4E$,

$$P^2-P=-E+(2X-1)^2(s+s^2)=-E+(1-4E)(s+s^2)=E^m q(E).$$

If $E^m=0$, then $P^2=P$. For $m=2$ one finds $q=-3-4t$, the familiar quadratic reduction of the error.

**Uniqueness.** Every term of $s(E)$ contains $E$, and all factors commute, so $(P-X)^m=0$. Let $Q$ be another idempotent that commutes with $X$, with $Q-X$ nilpotent. Then $Q$ commutes with $P$, and $D=Q-P$ is nilpotent as a difference of commuting nilpotents. Multiplying out gives $D^2=Q+P-2QP$ and $D^3=D$. Every odd power of $D$ is therefore $D$ itself, and so $D=0$.

## What the Lean theorems say

The type `A` with `[Ring A]` is any ring with a unit, commutative or not. It can hold square matrices or truncated series of them. All coefficients are integers, so no rational scalars are needed. The product $X^2$ is the density-matrix product in an orthonormal basis, with occupations normalised to 0 and 1.

- `idemError X` is $E$, `correction m E` is $s(E)$, and `purify m X` is $P$. The label `m` is the power of $E$ that the residual is guaranteed to contain as a factor, and McWeeny's polynomial is order two.
- `purify_residual` assumes nothing about $E$. It gives one integer polynomial $q$ for all $X$ in the ring, at fixed $m$.
- `purify_idempotent` adds the hypothesis `idemError X ^ m = 0` and concludes $P^2=P$.
- `purify_unique` is the uniqueness statement, with `Commute Q X` and `IsNilpotent (Q - X)` as hypotheses.
- `purify_two_three` gives the polynomials $3X^2-2X^3$ and $10X^3-15X^4+6X^5$.
- `purify_witness` is an algebraic example, not a physical density matrix: a non-symmetric $4\times4$ integer matrix with $E^2\ne0$ and $E^3=0$, which order three turns into $\mathrm{diag}(1,1,1,0)$.

For linear-scaling electronic structure with a single-determinant density matrix, the residual formula shows algebraically that one purification step of order $m$ leaves an idempotency error with a factor $E^m$. The step from there to a Hermitian matrix with a small but non-nilpotent error is a norm estimate of $E^m q(E)$, which the theorems do not supply. They also make no statement about the electron number or about the sparsity of $P$.

```lean
import Mathlib

open Finset

namespace AllOrderPurification

variable {A : Type*} [Ring A]

/-- The idempotency error `E = X - X²` of a trial density matrix `X`. -/
def idemError (X : A) : A := X - X ^ 2

/-- The correction series: the sum of `C(2k-1, k) E^k` over `1 ≤ k < m`. -/
def correction (m : ℕ) (E : A) : A :=
  ∑ k ∈ Ico 1 m, ((Nat.choose (2 * k - 1) k : ℕ) : A) * E ^ k

/-- The purified matrix of order `m`: `X + (2X - 1)` times the correction series in the
idempotency error of `X`. -/
def purify (m : ℕ) (X : A) : A := X + (2 * X - 1) * correction m (idemError X)

/-- The central binomial numbers convolved with themselves give the powers of four. -/
theorem centralBinom_convolution (n : ℕ) :
    ∑ p ∈ antidiagonal n, Nat.centralBinom p.1 * Nat.centralBinom p.2 = 4 ^ n := by
  -- exchanging the two indices evaluates the sum weighted by the first index
  have sym : ∀ n : ℕ, 2 * ∑ p ∈ antidiagonal n,
      p.1 * (Nat.centralBinom p.1 * Nat.centralBinom p.2) =
      n * ∑ p ∈ antidiagonal n, Nat.centralBinom p.1 * Nat.centralBinom p.2 := by
    intro n
    have h : ∑ p ∈ antidiagonal n, p.2 * (Nat.centralBinom p.2 * Nat.centralBinom p.1) =
        ∑ p ∈ antidiagonal n, p.1 * (Nat.centralBinom p.1 * Nat.centralBinom p.2) :=
      Finset.Nat.sum_antidiagonal_swap
        (f := fun p : ℕ × ℕ => p.1 * (Nat.centralBinom p.1 * Nat.centralBinom p.2))
    rw [two_mul]
    nth_rewrite 1 [← h]
    rw [← sum_add_distrib, mul_sum]
    refine sum_congr rfl fun p hp => ?_
    rw [← mem_antidiagonal.mp hp]
    ring
  induction n with
  | zero => simp
  | succ n ih =>
    -- the recursion of the central binomial numbers lowers the total index
    have step : ∑ p ∈ antidiagonal (n + 1),
        p.1 * (Nat.centralBinom p.1 * Nat.centralBinom p.2) =
        4 * ∑ p ∈ antidiagonal n, p.1 * (Nat.centralBinom p.1 * Nat.centralBinom p.2) +
        2 * ∑ p ∈ antidiagonal n, Nat.centralBinom p.1 * Nat.centralBinom p.2 := by
      rw [Finset.Nat.sum_antidiagonal_succ, mul_sum, mul_sum, ← sum_add_distrib]
      simp only [zero_mul, zero_add]
      refine sum_congr rfl fun p _ => ?_
      rw [← mul_assoc, Nat.succ_mul_centralBinom_succ]
      ring
    have h1 := sym (n + 1)
    have h2 := sym n
    rw [step, ih] at h1
    rw [ih] at h2
    apply Nat.eq_of_mul_eq_mul_left (by omega : 0 < n + 1)
    rw [← h1, pow_succ]
    linarith

/-- As a polynomial in `t`, the correction series `s` solves `(1 - 4t)(s + s²) = t` up to
terms of order `t^m`. -/
theorem correction_equation (m : ℕ) : ∃ q : Polynomial ℤ,
    (1 - 4 * Polynomial.X) * (correction m Polynomial.X + correction m Polynomial.X ^ 2) =
      Polynomial.X + Polynomial.X ^ m * q := by
  have hs : ∀ d, (correction m (Polynomial.X : Polynomial ℤ)).coeff d =
      if d ∈ Ico 1 m then ((Nat.choose (2 * d - 1) d : ℕ) : ℤ) else 0 := by
    intro d
    simp only [correction, Polynomial.finsetSum_coeff, Polynomial.coeff_natCast_mul,
      Polynomial.coeff_X_pow, mul_ite, mul_one, mul_zero, Finset.sum_ite_eq]
  generalize correction m (Polynomial.X : Polynomial ℤ) = s at hs ⊢
  obtain ⟨c, hcs⟩ : ∃ c : Polynomial ℤ, c = 1 + (s + s) := ⟨_, rfl⟩
  -- `1 + 2s` has the central binomial numbers as coefficients
  have hc : ∀ d < m, c.coeff d = (Nat.centralBinom d : ℤ) := by
    intro d hd
    rw [hcs, Polynomial.coeff_add, Polynomial.coeff_add, Polynomial.coeff_one, hs]
    rcases d with _ | d
    · simp
    · have h1 : Nat.centralBinom (d + 1) =
          Nat.choose (2 * d + 1) (d + 1) + Nat.choose (2 * d + 1) (d + 1) := by
        rw [Nat.centralBinom_eq_two_mul_choose, show 2 * (d + 1) = (2 * d + 1) + 1 by ring,
          Nat.choose_succ_succ', Nat.choose_symm_half]
      have hm : d + 1 ∈ Ico 1 m := mem_Ico.mpr ⟨by omega, hd⟩
      rw [if_pos hm, if_neg (Nat.succ_ne_zero d), h1,
        show 2 * (d + 1) - 1 = 2 * d + 1 by omega, zero_add, Nat.cast_add]
  have hcc : ∀ d < m, (c * c).coeff d = 4 ^ d := by
    intro d hd
    rw [Polynomial.coeff_mul]
    calc _ = ∑ p ∈ antidiagonal d,
          ((Nat.centralBinom p.1 * Nat.centralBinom p.2 : ℕ) : ℤ) :=
          sum_congr rfl fun p hp => by
            have := mem_antidiagonal.mp hp
            rw [hc _ (by omega), hc _ (by omega), Nat.cast_mul]
      _ = 4 ^ d := by
          rw [← Nat.cast_sum, centralBinom_convolution]
          norm_num
  obtain ⟨r, hr⟩ : ∃ r, r = (1 - 4 * Polynomial.X) * (s + s ^ 2) - Polynomial.X := ⟨_, rfl⟩
  have e : Polynomial.C 4 * r = c * c - Polynomial.C 4 * (Polynomial.X * (c * c)) - 1 := by
    rw [hr, hcs, show (Polynomial.C 4 : Polynomial ℤ) = 4 from map_ofNat Polynomial.C 4]
    ring
  -- all coefficients of the remainder below order `m` vanish
  have hdvd : Polynomial.X ^ m ∣ r := by
    refine Polynomial.X_pow_dvd_iff.mpr fun d hd => ?_
    have h : 4 * r.coeff d =
        4 ^ d - 4 * (Polynomial.X * (c * c)).coeff d - (if d = 0 then 1 else 0) := by
      calc 4 * r.coeff d = (Polynomial.C 4 * r).coeff d := (Polynomial.coeff_C_mul _).symm
        _ = _ := by
          rw [e, Polynomial.coeff_sub, Polynomial.coeff_sub, Polynomial.coeff_C_mul,
            hcc d hd, Polynomial.coeff_one]
    rcases d with _ | d
    · rw [Polynomial.coeff_X_mul_zero, if_pos rfl] at h
      linarith
    · rw [Polynomial.coeff_X_mul, hcc d (by omega), if_neg (Nat.succ_ne_zero d),
        pow_succ] at h
      linarith
  obtain ⟨q, hq⟩ := hdvd
  exact ⟨q, by linear_combination hq - hr⟩

/-- Whatever commutes with `E` commutes with the correction series in `E`. -/
theorem commute_correction (m : ℕ) {Y E : A} (h : Commute Y E) :
    Commute Y (correction m E) :=
  Commute.sum_right _ _ _ fun k _ => (Nat.commute_cast Y _).mul_right (h.pow_right k)

/-- For every trial matrix `X`, the idempotency error left after purification of order `m` is
`E^m` times an integer polynomial in `E = X - X²`, the same polynomial for all `X`. -/
theorem purify_residual (m : ℕ) : ∃ q : Polynomial ℤ, ∀ X : A,
    purify m X ^ 2 - purify m X = idemError X ^ m * Polynomial.aeval (idemError X) q := by
  obtain ⟨q, hq⟩ := correction_equation m
  refine ⟨q, fun X => ?_⟩
  have h := congrArg (Polynomial.aeval (idemError X)) hq
  simp only [correction, map_mul, map_sub, map_add, map_one, map_pow, map_sum, map_natCast,
    map_ofNat, Polynomial.aeval_X] at h
  change (1 - 4 * idemError X) * (correction m (idemError X) +
    correction m (idemError X) ^ 2) = _ at h
  have hX : Commute X (idemError X) :=
    (Commute.refl X).sub_right ((Commute.refl X).pow_right 2)
  have hs := (commute_correction m hX).eq.symm
  unfold purify
  generalize correction m (idemError X) = s at h hs ⊢
  generalize idemError X ^ m * Polynomial.aeval (idemError X) q = r at h ⊢
  unfold idemError at h
  -- move `X` to the left of `s`, then use `(2X - 1)² = 1 - 4E`
  linear_combination (norm := noncomm_ring) h + (2 * X - 1) * hs + (2 * X - 1) * 2 * hs * s

/-- All-order McWeeny purification: if the idempotency error of `X` satisfies `E^m = 0`, the
purified matrix of order `m` is idempotent. -/
theorem purify_idempotent (m : ℕ) (X : A) (hE : idemError X ^ m = 0) :
    IsIdempotentElem (purify m X) := by
  obtain ⟨q, hq⟩ := purify_residual (A := A) m
  have h := hq X
  rw [hE, zero_mul, pow_two] at h
  exact sub_eq_zero.mp h

/-- If `E^m = 0`, the change `purify m X - X` made by the purification is nilpotent. -/
theorem purify_sub_nilpotent (m : ℕ) (X : A) (hE : idemError X ^ m = 0) :
    IsNilpotent (purify m X - X) := by
  have hX : Commute X (idemError X) :=
    (Commute.refl X).sub_right ((Commute.refl X).pow_right 2)
  have hXs := commute_correction m hX
  have hT : Commute (2 * X - 1) (correction m (idemError X)) := by
    rw [two_mul]
    exact (hXs.add_left hXs).sub_left (Commute.one_left _)
  -- every term of the series contains a factor `E`
  have hf : correction m (idemError X) = idemError X *
      ∑ k ∈ Ico 1 m, ((Nat.choose (2 * k - 1) k : ℕ) : A) * idemError X ^ (k - 1) := by
    rw [correction, mul_sum]
    refine sum_congr rfl fun k hk => ?_
    rw [← mul_assoc, ← (Nat.cast_commute _ (idemError X)).eq, mul_assoc, ← pow_succ',
      Nat.sub_add_cancel (mem_Ico.mp hk).1]
  have hr : Commute (idemError X)
      (∑ k ∈ Ico 1 m, ((Nat.choose (2 * k - 1) k : ℕ) : A) * idemError X ^ (k - 1)) :=
    Commute.sum_right _ _ _ fun k _ =>
      (Nat.commute_cast _ _).mul_right ((Commute.refl _).pow_right _)
  refine ⟨m, ?_⟩
  rw [purify, add_sub_cancel_left, hT.mul_pow, hf, hr.mul_pow, hE, zero_mul, mul_zero]

/-- Two commuting idempotents whose difference is nilpotent are equal. -/
theorem idempotent_rigidity {P Q : A} (hP : P * P = P) (hQ : Q * Q = Q)
    (hPQ : P * Q = Q * P) (hn : IsNilpotent (P - Q)) : P = Q := by
  have e1 : P * Q * P = P * Q := by rw [mul_assoc, ← hPQ, ← mul_assoc, hP]
  have e2 : P * Q * Q = P * Q := by rw [mul_assoc, hQ]
  -- the difference equals its own cube
  have h3 : (P - Q) * (P - Q) * (P - Q) = P - Q := by
    have h2 : (P - Q) * (P - Q) = P - P * Q - P * Q + Q := by
      rw [sub_mul, mul_sub, mul_sub, hP, hQ, ← hPQ]
      abel
    rw [h2]
    simp only [add_mul, sub_mul, mul_sub, e1, e2, hP, hQ, ← hPQ]
    abel
  have hk : ∀ k : ℕ, (P - Q) ^ (2 * k + 1) = P - Q := by
    intro k
    induction k with
    | zero => simp
    | succ k ih =>
      rw [show 2 * (k + 1) + 1 = (2 * k + 1) + 2 by ring, pow_add, ih, pow_two,
        ← mul_assoc, h3]
  obtain ⟨n, hn⟩ := hn
  have h := hk n
  rw [show 2 * n + 1 = n + (n + 1) by ring, pow_add, hn, zero_mul] at h
  exact sub_eq_zero.mp h.symm

/-- If `E^m = 0`, every idempotent that commutes with `X` and differs from `X` by a nilpotent
element is the purified matrix of order `m`. -/
theorem purify_unique (m : ℕ) (X Q : A) (hE : idemError X ^ m = 0)
    (hQ : IsIdempotentElem Q) (hc : Commute Q X) (hn : IsNilpotent (Q - X)) :
    Q = purify m X := by
  have hcomm : ∀ Y : A, Commute Y X → Commute Y (purify m X) := by
    intro Y h
    unfold purify
    rw [two_mul]
    exact h.add_right (((h.add_right h).sub_right (Commute.one_right Y)).mul_right
      (commute_correction m (h.sub_right (h.pow_right 2))))
  have hQP := hcomm Q hc
  have hXP := hcomm X (Commute.refl X)
  have hd : Commute (Q - X) (purify m X - X) :=
    (hQP.sub_left hXP).sub_right (hc.sub_left (Commute.refl X))
  have hnil := hd.isNilpotent_sub hn (purify_sub_nilpotent m X hE)
  rw [sub_sub_sub_cancel_right] at hnil
  exact idempotent_rigidity hQ (purify_idempotent m X hE) hQP.eq hnil

/-- Order two is McWeeny's polynomial `3X² - 2X³`, and order three is
`10X³ - 15X⁴ + 6X⁵`. -/
theorem purify_two_three (X : A) :
    purify 2 X = 3 * X ^ 2 - 2 * X ^ 3 ∧
    purify 3 X = 10 * X ^ 3 - 15 * X ^ 4 + 6 * X ^ 5 := by
  constructor
  · rw [purify, correction, show Ico 1 2 = {1} from rfl, sum_singleton,
      show Nat.choose (2 * 1 - 1) 1 = 1 from rfl, Nat.cast_one, idemError]
    noncomm_ring
  · rw [purify, correction, show Ico 1 3 = {1, 2} from rfl, sum_pair (by norm_num),
      show Nat.choose (2 * 1 - 1) 1 = 1 from rfl,
      show Nat.choose (2 * 2 - 1) 2 = 3 from rfl, Nat.cast_one, Nat.cast_ofNat, idemError]
    noncomm_ring

/-- A 4×4 matrix whose idempotency error has `E² ≠ 0` and `E³ = 0`; purification of order
three turns it into the projector `diag(1, 1, 1, 0)`. -/
theorem purify_witness :
    let X : Matrix (Fin 4) (Fin 4) ℤ := !![1, 1, 0, 0; 0, 1, 1, 0; 0, 0, 1, 0; 0, 0, 0, 0]
    idemError X ^ 2 ≠ 0 ∧ idemError X ^ 3 = 0 ∧
      purify 3 X = !![1, 0, 0, 0; 0, 1, 0, 0; 0, 0, 1, 0; 0, 0, 0, 0] := by
  decide +kernel

end AllOrderPurification
```

```lean
#print axioms AllOrderPurification.purify_idempotent
#print axioms AllOrderPurification.purify_unique
#print axioms AllOrderPurification.purify_two_three
```

```
'AllOrderPurification.purify_idempotent' depends on axioms: [propext, Classical.choice, Quot.sound]
'AllOrderPurification.purify_unique' depends on axioms: [propext, Classical.choice, Quot.sound]
'AllOrderPurification.purify_two_three' depends on axioms: [propext, Classical.choice, Quot.sound]
```

## From integer polynomials to matrices

`centralBinom_convolution` is the calculation of $S_n$: `sym` is the exchange of indices, `step` is the recursion, and the induction combines them. In `correction_equation`, `hc` identifies the coefficients of $c=1+2s$ and `hcc` those of $c^2$. The remainder `r` then has no coefficient below degree $m$, and `Polynomial.X_pow_dvd_iff` turns this into divisibility by $t^m$. In that lemma `Polynomial.X` is the variable $t$, not the density matrix.

The device that carries this result over to matrices is `Polynomial.aeval`. Comparing coefficients makes sense for polynomials in a variable, but not for powers of a given matrix, which may be linearly dependent. The identity is therefore proved first in the commutative ring $\mathbb{Z}[t]$. For any element $E$ of any ring, `Polynomial.aeval E` is the map $p\mapsto p(E)$, and it respects sums and products because integers commute with everything and powers of $E$ commute with each other. In `purify_residual`, `congrArg` applies this map to both sides of the polynomial identity, and `simp` pushes it inward until each $t$ has become $E$. Because `correction` is defined over an arbitrary ring, the same definition serves for $s(t)$ and for $s(E)$.

What remains involves $X$ as well as $E$, and here the order of factors matters. `commute_correction` supplies $sX=Xs$. The final `linear_combination` uses this equation twice, once for the term linear in $s$ and once for the quadratic one, and `noncomm_ring` checks the expansion without assuming any other commutation. `purify_idempotent` then only inserts $E^m=0$.

For uniqueness, `purify_sub_nilpotent` takes the factor $E$ out of the series and raises the product to the power $m$. `idempotent_rigidity` proves $D^3=D$ as `h3` and extends it to all odd powers in `hk`. `purify_unique` establishes the commutation relations and applies both lemmas. The two explicit polynomials follow by expanding the short sums, and the matrix example is evaluated entry by entry by `decide +kernel`.

That example also shows that a single McWeeny step may not be enough. Its upper block is $1+N$ with $N^2\ne0$ and $N^3=0$, and $3X^2-2X^3$ turns the block into $1-3N^2$, which is not idempotent. The next correction removes the $N^2$ term, and so would a second McWeeny step.
